# The partition function of a finite Hermitian matrix fixes its energies and their degeneracies

Once a Hamiltonian matrix has been diagonalised, its partition function is computed by adding one Boltzmann factor per eigenvalue, without forming a matrix exponential. For a finite complex Hermitian matrix $H$ and a real number $b$, this step rests on

$$Z(b)=\operatorname{Tr}e^{-bH}=\sum_i e^{-b\lambda_i},$$

where the $\lambda_i$ are the eigenvalues of $H$, repeated according to multiplicity. The value is the same in every orthonormal basis. Its derivative is $-\operatorname{Tr}(He^{-bH})$, and the whole function $b\mapsto Z(b)$ determines which energies occur and how often.

In exact diagonalisation, these statements apply to the matrix in the chosen finite orthonormal basis; they do not address the error made by truncating a larger space. Infinite spectra are not covered.

## The trace and the level count

The types `m` and `n` label the basis states of two systems, which may differ in dimension. Both types are finite.

```lean
import Mathlib

open Matrix NormedSpace

namespace PartitionFunction

noncomputable section

variable {m n : Type*} [Fintype m] [DecidableEq m] [Fintype n] [DecidableEq n]
```

The parameter $b$ stands for the inverse temperature $1/(k_BT)$, with $k_B$ the Boltzmann constant and $T$ the temperature. Energies and $b$ enter as plain numbers, in units that make $bH$ dimensionless. Every real $b$ is allowed, including zero and negative values. The Boltzmann operator is the matrix exponential

$$e^{-bH}=\sum_{k=0}^{\infty}\frac{(-bH)^k}{k!}.$$

The definition accepts any complex square matrix; Hermiticity is assumed later, where eigenvalues are needed.

```lean
/-- The Boltzmann operator `exp(-b H)` of a Hamiltonian matrix `H` at inverse temperature `b`. -/
def boltzmann (H : Matrix n n ℂ) (b : ℝ) : Matrix n n ℂ :=
  NormedSpace.exp ((-(b : ℂ)) • H)
```

The partition function is the trace of this operator over the whole space spanned by the basis. It has type `ℂ`, because the trace of a complex matrix is a complex number. For Hermitian $H$ the eigenvalue sum will show that it is real.

```lean
/-- The partition function `Z(b) = Tr exp(-b H)`. -/
def partitionFunction (H : Matrix n n ℂ) (b : ℝ) : ℂ :=
  (boltzmann H b).trace
```

The degeneracy of an energy $E$ is the number of indices $i$ with $\lambda_i=E$. It is zero when $E$ is not an eigenvalue. The argument `hH` is the proof that $H$ is Hermitian, from which Mathlib supplies the real eigenvalues `hH.eigenvalues i`.

```lean
/-- The degeneracy of the energy `E`: the number of eigenvalues of the Hermitian matrix `H`,
counted with multiplicity, that are equal to `E`. -/
def degeneracy {H : Matrix n n ℂ} (hH : H.IsHermitian) (E : ℝ) : ℕ :=
  (Finset.univ.filter (fun i => hH.eigenvalues i = E)).card
```

## Changing the basis of the Boltzmann operator

Let $U$ be unitary, so that $U^\dagger U=UU^\dagger=1$. In a power of $UHU^\dagger$ all inner factors $U^\dagger U$ cancel, which gives $(UHU^\dagger)^k=UH^kU^\dagger$. Summing the exponential series then yields

$$e^{-bUHU^\dagger}=U\,e^{-bH}\,U^\dagger.$$

In the code $U^\dagger$ is `star U`. Mathlib's `Matrix.exp_conj` states the result for an invertible matrix and its inverse, and the proof identifies $U^{-1}$ with $U^\dagger$.

```lean
/-- A unitary change of basis of the Hamiltonian carries over to the Boltzmann operator. -/
theorem boltzmann_conj (H : Matrix n n ℂ) (b : ℝ) {U : Matrix n n ℂ}
    (hU : U ∈ Matrix.unitaryGroup n ℂ) :
    boltzmann (U * H * star U) b = U * boltzmann H b * star U := by
  have h1 : U * star U = 1 := Matrix.mem_unitaryGroup_iff.mp hU
  have h2 : star U * U = 1 := Matrix.mem_unitaryGroup_iff'.mp hU
  have hinv : U⁻¹ = star U := Matrix.inv_eq_right_inv h1
  have hu : IsUnit U := ⟨⟨U, star U, h1, h2⟩, rfl⟩
  have h := Matrix.exp_conj U ((-(b : ℂ)) • H) hu
  rw [hinv, Matrix.mul_smul, Matrix.smul_mul] at h
  exact h
```

## Boltzmann factors on the diagonal

Suppose that $H$ is diagonal with real entries $e_i$. Its $k$-th power is diagonal with entries $e_i^k$, so the series can be summed separately in each entry:

$$\left(e^{-bH}\right)_{ii}=\sum_{k=0}^{\infty}\frac{(-be_i)^k}{k!}=e^{-be_i}.$$

The off-diagonal entries vanish. `Matrix.exp_diagonal` reduces the matrix exponential to the exponential of the list of diagonal entries, and the auxiliary statement `happ` shows that the latter is taken entry by entry.

```lean
/-- For a diagonal Hamiltonian with real energies `e i`, the Boltzmann operator is diagonal
with the Boltzmann factors `exp(-b e i)` as entries. -/
theorem boltzmann_diagonal (e : n → ℝ) (b : ℝ) :
    boltzmann (diagonal (fun i => (e i : ℂ))) b =
      diagonal (fun i => ((Real.exp (-b * e i) : ℝ) : ℂ)) := by
  unfold boltzmann
  rw [← Matrix.diagonal_smul, Matrix.exp_diagonal]
  congr 1
  funext i
  -- the exponential series is summed entry by entry
  have happ : ∀ x : n → ℂ, NormedSpace.exp x i = NormedSpace.exp (x i) := by
    intro x
    have hs : Summable (fun k : ℕ => ((k.factorial : ℂ)⁻¹) • x ^ k) :=
      Pi.summable.mpr fun j => Summable.of_norm (by
        simpa [div_eq_inv_mul] using Real.summable_pow_div_factorial ‖x j‖)
    have h1 := congrFun (NormedSpace.exp_eq_tsum (𝕂 := ℂ) (𝔸 := n → ℂ)) x
    have h2 := congrFun (NormedSpace.exp_eq_tsum (𝕂 := ℂ) (𝔸 := ℂ)) (x i)
    exact (congrFun h1 i).trans ((tsum_apply hs).trans h2.symm)
  rw [happ, ← Complex.exp_eq_exp_ℂ]
  simp
```

## One eigenbasis for all temperatures

The trace is cyclic, so for any square matrix $A$

$$\operatorname{Tr}(UAU^\dagger)=\operatorname{Tr}(U^\dagger UA)=\operatorname{Tr}A.$$

```lean
/-- The trace is unchanged by a unitary change of basis. -/
theorem trace_conj (A : Matrix n n ℂ) {U : Matrix n n ℂ}
    (hU : U ∈ Matrix.unitaryGroup n ℂ) : (U * A * star U).trace = A.trace := by
  rw [Matrix.trace_mul_comm, ← mul_assoc, Matrix.mem_unitaryGroup_iff'.mp hU, one_mul]
```

For Hermitian $H$, let $V$ be the unitary matrix whose columns are normalised eigenvectors; in the code it is `hH.eigenvectorUnitary`. The spectral theorem gives

$$H=V\operatorname{diag}(\lambda_i)V^\dagger.$$

Applying the conjugation rule with $U=V$, and then the diagonal formula with $e_i=\lambda_i$, gives

$$e^{-bH}=V\operatorname{diag}(e^{-b\lambda_i})V^\dagger.$$

The matrix $V$ does not depend on $b$, so a single diagonalisation serves every temperature. The theorem states both decompositions together, the second for all real $b$.

```lean
/-- A Hermitian Hamiltonian and its Boltzmann operators at all `b` are diagonal in one common
orthonormal basis, with entries `λ i` and `exp(-b λ i)`. -/
theorem spectral_form {H : Matrix n n ℂ} (hH : H.IsHermitian) :
    H = (hH.eigenvectorUnitary : Matrix n n ℂ) * diagonal (fun i => (hH.eigenvalues i : ℂ)) *
        star (hH.eigenvectorUnitary : Matrix n n ℂ) ∧
    ∀ b : ℝ, boltzmann H b = (hH.eigenvectorUnitary : Matrix n n ℂ) *
        diagonal (fun i => ((Real.exp (-b * hH.eigenvalues i) : ℝ) : ℂ)) *
        star (hH.eigenvectorUnitary : Matrix n n ℂ) := by
  have h := hH.spectral_theorem
  rw [Unitary.conjStarAlgAut_apply] at h
  refine ⟨h, fun b => ?_⟩
  rw [← boltzmann_diagonal, ← boltzmann_conj _ _ hH.eigenvectorUnitary.2]
  exact congrArg (fun A => boltzmann A b) h
```

## The eigenvalue sum and its invariance

Taking the trace of the last formula removes $V$ and $V^\dagger$ and leaves the sum of the diagonal entries:

$$Z(b)=\operatorname{Tr}\operatorname{diag}(e^{-b\lambda_i})=\sum_i e^{-b\lambda_i}.$$

For the Hamiltonian $UHU^\dagger$, with any unitary $U$, the conjugation rule and cyclicity give

$$\operatorname{Tr}e^{-bUHU^\dagger}=\operatorname{Tr}(Ue^{-bH}U^\dagger)=\operatorname{Tr}e^{-bH}.$$

The theorem joins the two statements. On the right of its first equation, a real sum is regarded as a complex number, which records that $Z(b)$ has no imaginary part.

```lean
/-- For a Hermitian Hamiltonian the partition function `Tr exp(-b H)` is the sum of the
Boltzmann factors over the eigenvalues, and it is the same for `H` and `U H U†`, `U` unitary. -/
theorem partitionFunction_eq_sum_and_invariant {H : Matrix n n ℂ} (hH : H.IsHermitian)
    (b : ℝ) :
    partitionFunction H b = ((∑ i, Real.exp (-b * hH.eigenvalues i) : ℝ) : ℂ) ∧
    ∀ U ∈ Matrix.unitaryGroup n ℂ,
      partitionFunction (U * H * star U) b = partitionFunction H b := by
  constructor
  · unfold partitionFunction
    rw [(spectral_form hH).2 b, trace_conj _ hH.eigenvectorUnitary.2, Matrix.trace_diagonal,
      Complex.ofReal_sum]
  · intro U hU
    unfold partitionFunction
    rw [boltzmann_conj H b hU, trace_conj _ hU]
```

## The derivative with respect to inverse temperature

In the product $He^{-bH}$ the inner factor $V^\dagger V$ cancels:

$$He^{-bH}=V\operatorname{diag}(\lambda_i)\,V^\dagger V\operatorname{diag}(e^{-b\lambda_i})V^\dagger=V\operatorname{diag}(\lambda_ie^{-b\lambda_i})V^\dagger.$$

Its trace is therefore

$$\operatorname{Tr}(He^{-bH})=\sum_i\lambda_ie^{-b\lambda_i}.$$

The cancellation is the statement `key` in the proof. This trace is the unnormalised thermal energy; for a system with at least one state, dividing it by $Z(b)$ gives the mean energy in the canonical ensemble.

```lean
/-- For a Hermitian Hamiltonian, `Tr(H exp(-b H))` is the sum of the eigenvalues weighted by
their Boltzmann factors. -/
theorem trace_energy {H : Matrix n n ℂ} (hH : H.IsHermitian) (b : ℝ) :
    (H * boltzmann H b).trace =
      ((∑ i, hH.eigenvalues i * Real.exp (-b * hH.eigenvalues i) : ℝ) : ℂ) := by
  obtain ⟨h1, h2⟩ := spectral_form hH
  have hV := hH.eigenvectorUnitary.2
  have hVV := Matrix.mem_unitaryGroup_iff'.mp hV
  generalize (hH.eigenvectorUnitary : Matrix n n ℂ) = V at h1 h2 hV hVV
  -- the inner factor `V† V` cancels
  have key : ∀ D E : Matrix n n ℂ,
      (V * D * star V) * (V * E * star V) = V * (D * E) * star V := by
    intro D E
    calc (V * D * star V) * (V * E * star V)
        = V * D * (star V * V) * E * star V := by simp only [mul_assoc]
      _ = V * (D * E) * star V := by rw [hVV, mul_one, mul_assoc V D E]
  have h3 := congrArg₂ (fun A B : Matrix n n ℂ => (A * B).trace) h1 (h2 b)
  refine h3.trans ?_
  simp only [key]
  rw [trace_conj _ hV, Matrix.diagonal_mul_diagonal, Matrix.trace_diagonal]
  push_cast
  rfl
```

The eigenvalue sum is finite, so it can be differentiated term by term. Each term obeys

$$\frac{d}{db}e^{-b\lambda_i}=-\lambda_ie^{-b\lambda_i},$$

and adding the terms gives

$$\frac{dZ}{db}=-\sum_i\lambda_ie^{-b\lambda_i}=-\operatorname{Tr}(He^{-bH}).$$

`HasDerivAt` says that the derivative exists at $b$ and has this value. The proof first replaces $Z$ by the eigenvalue sum, so only scalar exponentials have to be differentiated (`hterm`).

```lean
/-- For a Hermitian Hamiltonian, the derivative of the partition function with respect to `b`
is `-Tr(H exp(-b H))`. -/
theorem hasDerivAt_partitionFunction {H : Matrix n n ℂ} (hH : H.IsHermitian) (b : ℝ) :
    HasDerivAt (fun x : ℝ => partitionFunction H x) (-(H * boltzmann H b).trace) b := by
  have hfun : (fun x : ℝ => partitionFunction H x) =
      fun x : ℝ => ((∑ i, Real.exp (-x * hH.eigenvalues i) : ℝ) : ℂ) :=
    funext fun x => (partitionFunction_eq_sum_and_invariant hH x).1
  -- each Boltzmann factor is differentiated separately
  have hterm : ∀ i, HasDerivAt (fun x : ℝ => Real.exp (-x * hH.eigenvalues i))
      (-(hH.eigenvalues i * Real.exp (-b * hH.eigenvalues i))) b := fun i =>
    ((hasDerivAt_id' b).fun_neg.mul_const (hH.eigenvalues i)).exp.congr_deriv (by ring)
  have hsum := HasDerivAt.fun_sum (u := Finset.univ) fun i _ => hterm i
  rw [hfun, trace_energy hH b, ← Complex.ofReal_neg, ← Finset.sum_neg_distrib]
  exact hsum.ofReal_comp
```

## Recovering the degeneracies

Let $f_i$ be a finite list of real energies. Put a unit weight at each $f_i$ on the energy axis and add the weights. The total weight at $E$ is the number of levels there,

$$N_f(E)=\#\{i: f_i=E\}.$$

In Lean this histogram is a sum of terms `Finsupp.single (f i) 1`, a function on the real line that is nonzero at finitely many energies only.

```lean
omit [DecidableEq n] in
/-- Placing a unit weight at each level `f i` gives, at energy `E`, the number of levels
equal to `E`. -/
theorem levels_apply (f : n → ℝ) (E : ℝ) :
    (∑ i, Finsupp.single (f i) (1 : ℝ)) E =
      ((Finset.univ.filter (fun i => f i = E)).card : ℝ) := by
  change Finsupp.applyAddHom E (∑ i, Finsupp.single (f i) (1 : ℝ)) = _
  rw [map_sum]
  simp [Finsupp.single_apply]
```

Grouping equal levels turns the sum of Boltzmann factors into a sum over distinct energies:

$$\sum_i e^{-bf_i}=\sum_E N_f(E)\,e^{-bE}.$$

If a second list $g_j$ has the same histogram, its sum is the same at every $b$. For the other direction, suppose that the two sums agree at every real $b$. Then

$$\sum_E c_E\,e^{-bE}=0\quad\text{for all real }b,\qquad c_E=N_f(E)-N_g(E),$$

and it remains to show that every $c_E$ vanishes.

Consider all relations $\sum_E c_E\,e^{-bE}=0$ that hold for every real $b$, with finitely many terms and arbitrary real coefficients $c_E$. Suppose that some such relation has a nonzero coefficient, and among these take one with as few terms as possible, omitting all zero terms. It cannot consist of a single term, because an exponential is never zero. Choose one of its energies, $E_0$. Replace $b$ by $b+1$ in the relation, and subtract $e^{-E_0}$ times the original:

$$\sum_E c_E\left(e^{-E}-e^{-E_0}\right)e^{-bE}=0.$$

The term with $E=E_0$ has disappeared. All others survive, since $e^{-E}\neq e^{-E_0}$ for $E\neq E_0$. This is a shorter relation with nonzero coefficients, which contradicts the choice of the first. Hence $N_f(E)=N_g(E)$ for every $E$.

Since $e^0=1$ and $e^{-(b+a)E}=e^{-bE}e^{-aE}$ for real $a$ and $b$, the function $b\mapsto e^{-bE}$ is a character of the additive group of real numbers. The code calls this character `χ`. The step `hχ` shows that different energies give different characters by comparing them at $b=1$, and Mathlib's `linearIndependent_monoidHom` supplies their linear independence. Equality of the sums then forces equality of the histograms (`hF`), from which the counts are read off with `levels_apply`. In the reverse direction, equal histograms are paired with the same exponentials.

```lean
omit [DecidableEq m] [DecidableEq n] in
/-- Two finite lists of real levels have equal sums of Boltzmann factors at every real `b`
exactly when each energy occurs equally often in both. -/
theorem sum_exp_eq_iff (f : m → ℝ) (g : n → ℝ) :
    (∀ b : ℝ, ∑ i, Real.exp (-b * f i) = ∑ j, Real.exp (-b * g j)) ↔
    ∀ E : ℝ, (Finset.univ.filter (fun i => f i = E)).card =
      (Finset.univ.filter (fun j => g j = E)).card := by
  constructor
  · intro h E
    -- `b ↦ exp(-b E)` is a character of the additive group of reals
    let χ : ℝ → (Multiplicative ℝ →* ℝ) := fun e =>
      { toFun := fun b => Real.exp (-b.toAdd * e)
        map_one' := by simp
        map_mul' := fun x y => by
          rw [← Real.exp_add, toAdd_mul]
          congr 1
          ring }
    have hχ : Function.Injective χ := fun x y hxy => by
      have h1 : Real.exp (-1 * x) = Real.exp (-1 * y) :=
        DFunLike.congr_fun hxy (Multiplicative.ofAdd (1 : ℝ))
      have h2 := Real.exp_injective h1
      linarith
    -- distinct characters are linearly independent
    have hli : LinearIndependent ℝ (fun e => (χ e : Multiplicative ℝ → ℝ)) :=
      (linearIndependent_monoidHom (Multiplicative ℝ) ℝ).comp χ hχ
    have hF : ∑ i, Finsupp.single (f i) (1 : ℝ) = ∑ j, Finsupp.single (g j) (1 : ℝ) := by
      apply hli
      simp only [map_sum, Finsupp.linearCombination_single, one_smul]
      funext b
      rw [Finset.sum_apply, Finset.sum_apply]
      exact h b.toAdd
    have hE := DFunLike.congr_fun hF E
    rw [levels_apply, levels_apply] at hE
    exact_mod_cast hE
  · intro h b
    have hF : ∑ i, Finsupp.single (f i) (1 : ℝ) = ∑ j, Finsupp.single (g j) (1 : ℝ) :=
      Finsupp.ext fun E => by rw [levels_apply, levels_apply, h E]
    have hb := congrArg (Finsupp.linearCombination ℝ (fun e : ℝ => Real.exp (-b * e))) hF
    simpa only [map_sum, Finsupp.linearCombination_single, one_smul] using hb
```

Now let $H$ and $K$ be Hermitian matrices, possibly of different dimension, and write $Z_H$ and $Z_K$ for their partition functions. Taking the eigenvalues of $H$ for $f_i$ and those of $K$ for $g_j$ gives

$$Z_H(b)=Z_K(b)\ \text{for all real }b\quad\Longleftrightarrow\quad\text{every energy has the same degeneracy in }H\text{ and }K.$$

The proof rewrites both traces as eigenvalue sums and applies the statement about lists. The hypothesis is equality at every real $b$, negative values included. Equality at all positive $b$ would be enough, because finite sums of exponentials are analytic in $b$, but the theorem does not state this. The theorem gives no procedure for extracting a spectrum from values at a few temperatures, and no error estimate for values that agree only approximately. It also concerns energies alone: by the unitary invariance above, $Z$ does not distinguish $H$ from $UHU^\dagger$, whose eigenvectors may be different.

```lean
/-- Two Hermitian Hamiltonians, possibly of different dimension, have the same partition
function at every real `b` exactly when every energy has the same degeneracy in both. -/
theorem partitionFunction_eq_iff_degeneracy_eq {H : Matrix m m ℂ} {K : Matrix n n ℂ}
    (hH : H.IsHermitian) (hK : K.IsHermitian) :
    (∀ b : ℝ, partitionFunction H b = partitionFunction K b) ↔
      ∀ E : ℝ, degeneracy hH E = degeneracy hK E := by
  refine Iff.trans (forall_congr' fun b => ?_) (sum_exp_eq_iff hH.eigenvalues hK.eigenvalues)
  rw [(partitionFunction_eq_sum_and_invariant hH b).1,
    (partitionFunction_eq_sum_and_invariant hK b).1, Complex.ofReal_inj]

end

end PartitionFunction
```

```lean
#print axioms PartitionFunction.hasDerivAt_partitionFunction
#print axioms PartitionFunction.partitionFunction_eq_iff_degeneracy_eq
```

```
'PartitionFunction.hasDerivAt_partitionFunction' depends on axioms: [propext, Classical.choice, Quot.sound]
'PartitionFunction.partitionFunction_eq_iff_degeneracy_eq' depends on axioms: [propext, Classical.choice, Quot.sound]
```
